# Expanding the Bose occupation in Boltzmann factors at positive energy and fugacity at most one

In an ideal Bose gas, the mean occupation of a level at energy E is 1/(e^(E/T)/z − 1), with T the temperature, z the fugacity and Boltzmann's constant set to one. The lemma multiplies this by a density of states E^(s−1), for any real s, and states that the result is the sum over k = 0, 1, 2, … of z^(k+1) E^(s−1) e^(−(k+1)E/T). It assumes T > 0, 0 < z ≤ 1 and E > 0, and it holds at each energy separately, with no integral taken. The attempt sums a geometric series with ratio z e^(−E/T), which is below one, and then uses `convert` to match that series to the stated one.

This version doesn't compile in Lean 4 with Mathlib:

```lean
import Mathlib

open MeasureTheory Set

namespace BoseGasSaturation

noncomputable section

/-- The Bose occupation at energy `E`, temperature `T` and fugacity `z`, weighted by a
density of states `E ^ (s - 1)`, in units where Boltzmann's constant is one. -/
def boseWeight (s T z E : ℝ) : ℝ := E ^ (s - 1) / (Real.exp (E / T) / z - 1)

/-- One term of the fugacity expansion: a Boltzmann factor at temperature `T / (k + 1)`,
weighted by the density of states. -/
def boltzmannTerm (s T z : ℝ) (k : ℕ) (E : ℝ) : ℝ :=
  z ^ (k + 1) * (E ^ (s - 1) * Real.exp (-(((k : ℝ) + 1) / T * E)))

/-- For `T > 0` and fugacity `0 < z ≤ 1`, the Bose weight at every positive energy is the sum of its
Boltzmann terms. -/
theorem hasSum_boltzmannTerm {s T z E : ℝ} (hT : 0 < T) (hz : 0 < z) (hz1 : z ≤ 1)
    (hE : 0 < E) : HasSum (fun k => boltzmannTerm s T z k E) (boseWeight s T z E) := by
  have he := Real.exp_pos (-(E / T))
  have he1 : Real.exp (-(E / T)) < 1 := Real.exp_lt_one (neg_lt_zero.mpr (div_pos hE hT))
  have hx := mul_pos hz he
  have hx1 : z * Real.exp (-(E / T)) < 1 := by nlinarith
  have h := (hasSum_geometric_of_lt_one hx.le hx1).mul_left
    (E ^ (s - 1) * (z * Real.exp (-(E / T))))
  convert h using 1
  · funext k
    have hk : Real.exp (-(((k : ℝ) + 1) / T * E)) = Real.exp (-(E / T)) ^ (k + 1) := by
      rw [← Real.exp_nat_mul]
      congr 1
      push_cast
      ring
    rw [boltzmannTerm, hk]
    ring
  · have hy : Real.exp (E / T) = (Real.exp (-(E / T)))⁻¹ := by rw [Real.exp_neg, inv_inv]
    have hd : Real.exp (E / T) / z - 1
        = (1 - z * Real.exp (-(E / T))) / (z * Real.exp (-(E / T))) := by
      rw [hy, sub_div, div_self hx.ne']
      ring
    rw [boseWeight, hd, div_div_eq_mul_div, div_eq_mul_inv]

end

end BoseGasSaturation
```

Compiling this gives:

```
Main.lean:23:40: error(lean.unknownIdentifier): Unknown constant `Real.exp_lt_one`
Main.lean:29:4: error: Tactic `apply` failed: could not unify the conclusion of `@funext`
  ?f = ?g
with the goal
  Real.instAddCommMonoid =
    CommRing.toNonUnitalCommRing.toNonUnitalNonAssocCommRing.toNonUnitalNonAssocSemiring.toAddCommMonoid

Note: The full type of `@funext` is
  ∀ {α : Sort ?u.81} {β : α → Sort ?u.80} {f g : (x : α) → β x}, (∀ (x : α), f x = g x) → f = g

case e'_3
s T z E : ℝ
hT : 0 < T
hz : 0 < z
hz1 : z ≤ 1
hE : 0 < E
he : 0 < Real.exp (-(E / T))
he1 : Real.exp (-(E / T)) < 1
hx : 0 < z * Real.exp (-(E / T))
hx1 : z * Real.exp (-(E / T)) < 1
h :
  HasSum (fun i => E ^ (s - 1) * (z * Real.exp (-(E / T))) * (z * Real.exp (-(E / T))) ^ i)
    (E ^ (s - 1) * (z * Real.exp (-(E / T))) * (1 - z * Real.exp (-(E / T)))⁻¹)
⊢ Real.instAddCommMonoid =
    CommRing.toNonUnitalCommRing.toNonUnitalNonAssocCommRing.toNonUnitalNonAssocSemiring.toAddCommMonoid
Main.lean:42:8: error: Failed to rewrite using equation theorems for `boseWeight`
Main.lean:21:85: error: unsolved goals
case e'_6
s T z E : ℝ
hT : 0 < T
hz : 0 < z
hz1 : z ≤ 1
hE : 0 < E
he : 0 < Real.exp (-(E / T))
he1 : Real.exp (-(E / T)) < 1
hx : 0 < z * Real.exp (-(E / T))
hx1 : z * Real.exp (-(E / T)) < 1
h :
  HasSum (fun i => E ^ (s - 1) * (z * Real.exp (-(E / T))) * (z * Real.exp (-(E / T))) ^ i)
    (E ^ (s - 1) * (z * Real.exp (-(E / T))) * (1 - z * Real.exp (-(E / T)))⁻¹)
⊢ boseWeight s T z E = E ^ (s - 1) * (z * Real.exp (-(E / T))) * (1 - z * Real.exp (-(E / T)))⁻¹
```

Cause. The first error is a wrong name: there is no `Real.exp_lt_one`. The repair uses the reverse direction of `Real.exp_lt_one_iff`.

The other three errors come from `convert h using 1`. The proof has two bullets, for the terms and for the sum, but `convert` left a further goal ahead of them, asking that two `AddCommMonoid` instances on the reals be equal. The first bullet met that goal, and `funext` failed because the instances are not functions. The second bullet then met the equation between the terms, where `rw [boseWeight]` found no `boseWeight` to unfold. The equation for the sum, `e'_6`, was left with no bullet.

The repair drops `convert` and proves the two equations as `hterm` and `hw`, with the same calculations as before. `simp_rw [hterm]` rewrites the terms inside the `fun`, `rw [hw]` rewrites the sum, and `exact h` closes the goal. The two instances are equal by definition, and `exact` checks this by unfolding them, so the extra goal never appears.

The repair, with which the file compiles:

```diff
@@ -21,11 +21,13 @@
     (hE : 0 < E) : HasSum (fun k => boltzmannTerm s T z k E) (boseWeight s T z E) := by
   have he := Real.exp_pos (-(E / T))
-  have he1 : Real.exp (-(E / T)) < 1 := Real.exp_lt_one (neg_lt_zero.mpr (div_pos hE hT))
+  have he1 : Real.exp (-(E / T)) < 1 :=
+    Real.exp_lt_one_iff.2 (neg_lt_zero.mpr (div_pos hE hT))
   have hx := mul_pos hz he
   have hx1 : z * Real.exp (-(E / T)) < 1 := by nlinarith
   have h := (hasSum_geometric_of_lt_one hx.le hx1).mul_left
     (E ^ (s - 1) * (z * Real.exp (-(E / T))))
-  convert h using 1
-  · funext k
+  have hterm : ∀ k : ℕ, boltzmannTerm s T z k E
+      = E ^ (s - 1) * (z * Real.exp (-(E / T))) * (z * Real.exp (-(E / T))) ^ k := by
+    intro k
     have hk : Real.exp (-(((k : ℝ) + 1) / T * E)) = Real.exp (-(E / T)) ^ (k + 1) := by
       rw [← Real.exp_nat_mul]
@@ -35,5 +37,7 @@
     rw [boltzmannTerm, hk]
     ring
-  · have hy : Real.exp (E / T) = (Real.exp (-(E / T)))⁻¹ := by rw [Real.exp_neg, inv_inv]
+  have hw : boseWeight s T z E
+      = E ^ (s - 1) * (z * Real.exp (-(E / T))) * (1 - z * Real.exp (-(E / T)))⁻¹ := by
+    have hy : Real.exp (E / T) = (Real.exp (-(E / T)))⁻¹ := by rw [Real.exp_neg, inv_inv]
     have hd : Real.exp (E / T) / z - 1
         = (1 - z * Real.exp (-(E / T))) / (z * Real.exp (-(E / T))) := by
@@ -41,4 +45,7 @@
       ring
     rw [boseWeight, hd, div_div_eq_mul_div, div_eq_mul_inv]
+  simp_rw [hterm]
+  rw [hw]
+  exact h
 
 end
```
